# Hermitian 2×2 matrices as spin densities: unique charge and magnetization, and a local spin axis

The magnetization is taken as a vector $m$ in real Euclidean 3-space, `EuclideanSpace ℝ (Fin 3)`, and not as a bare triple of numbers. The reason is the norm: on the plain function type `Fin 3 → ℝ`, Mathlib's norm is the largest absolute component, whereas on the Euclidean type $\lVert m\rVert$ is the physical length of the arrow. The type also makes the three components real, so their reality needs no separate hypothesis.

The physical object is the spin density matrix of a noncollinear magnet at one point in space, written in the basis of spin up and down along $z$. Its charge density is a real number $n$, counted in electrons per volume, with the charge of the electron divided out. The magnetization is measured in the same units as $n$, with the magnetic moment per spin divided out. Nothing requires $n$ to be positive or the matrix to be positive semidefinite, so "density" here covers more matrices than a physical state allows.

Indices start at zero, as in Lean: $m_0,m_1,m_2$ are the $x,y,z$ components, and matrix rows and columns are numbered 0 and 1.

```lean
import Mathlib

open Matrix

namespace NoncollinearSpinDensity

noncomputable section
```

The Pauli matrices carry the same direction index,

$$\sigma_0=\begin{pmatrix}0&1\\1&0\end{pmatrix},\quad
\sigma_1=\begin{pmatrix}0&-i\\i&0\end{pmatrix},\quad
\sigma_2=\begin{pmatrix}1&0\\0&-1\end{pmatrix},$$

so $\sigma_0$ is the $x$ matrix and not the identity, which is written $1$.

```lean
/-- The three Pauli matrices, indexed by the Cartesian directions x, y, z. -/
def pauli : Fin 3 → Matrix (Fin 2) (Fin 2) ℂ :=
  ![!![0, 1; 1, 0], !![0, -Complex.I; Complex.I, 0], !![1, 0; 0, -1]]
```

With $m\cdot\sigma=\sum_k m_k\sigma_k$, the spin density is defined as

$$\rho(n,m)=\tfrac12\,(n\,1+m\cdot\sigma).$$

The factor $\tfrac12$ makes $n$ the trace of $\rho$. In the code, `(n : ℂ)` and `(m k : ℂ)` are the real numbers read as complex ones.

```lean
/-- The 2×2 spin density matrix `(n 1 + m · σ) / 2` with charge density `n` and
magnetization vector `m`. -/
def spinDensity (n : ℝ) (m : EuclideanSpace ℝ (Fin 3)) : Matrix (Fin 2) (Fin 2) ℂ :=
  (1 / 2 : ℂ) • ((n : ℂ) • (1 : Matrix (Fin 2) (Fin 2) ℂ) + ∑ k, (m k : ℂ) • pauli k)
```

## (a) The four entries

Write the matrix out in components:

$$\rho(n,m)=\frac12\begin{pmatrix}n+m_2&m_0-i\,m_1\\ m_0+i\,m_1&n-m_2\end{pmatrix}.$$

The matrix $\sigma_2$ contributes $\pm m_2$ on the diagonal. Off the diagonal, $\sigma_0$ contributes $m_0$ twice, while $\sigma_1$ contributes $-i\,m_1$ in the upper right and $+i\,m_1$ in the lower left. Adding $n$ on the diagonal and halving gives the result.

Lean does the same: `fin_cases` splits the claim into four entries, `simp` evaluates the sum over directions, and `ring` finishes the algebra.

```lean
/-- The four entries of the spin density matrix in the basis of spin up and down along z. -/
theorem spinDensity_eq (n : ℝ) (m : EuclideanSpace ℝ (Fin 3)) :
    spinDensity n m =
      !![((n : ℂ) + m 2) / 2, ((m 0 : ℂ) - Complex.I * m 1) / 2;
         ((m 0 : ℂ) + Complex.I * m 1) / 2, ((n : ℂ) - m 2) / 2] := by
  ext i j
  fin_cases i <;> fin_cases j <;>
    simp [spinDensity, pauli, Fin.sum_univ_three] <;> ring
```

## (b) Hermiticity

Show that real $n$ and $m$ always give

$$\rho(n,m)^\dagger=\rho(n,m).$$

The diagonal entries in (a) are real. The lower left entry has conjugate $\overline{(m_0+i\,m_1)/2}=(m_0-i\,m_1)/2$, which is the upper right entry, and the reverse holds too.

`IsHermitian` says that a matrix equals its conjugate transpose, and the proof compares the two entry by entry.

```lean
/-- The spin density matrix is Hermitian. -/
theorem spinDensity_isHermitian (n : ℝ) (m : EuclideanSpace ℝ (Fin 3)) :
    (spinDensity n m).IsHermitian := by
  rw [spinDensity_eq, Matrix.IsHermitian]
  ext i j
  fin_cases i <;> fin_cases j <;> simp [Matrix.conjTranspose_apply]
  ring
```

## (c) The matrix determines charge and magnetization

Show that

$$\rho(n,m)=\rho(n',m')\quad\Longrightarrow\quad n=n'\ \text{ and }\ m=m'.$$

Equality of the diagonal entries gives $n+m_2=n'+m'_2$ and $n-m_2=n'-m'_2$. Their sum yields $n=n'$ and their difference $m_2=m'_2$. The lower left entries give $m_0+i\,m_1=m'_0+i\,m'_1$. All four numbers are real, so real and imaginary parts can be compared separately, and $m_0=m'_0$, $m_1=m'_1$.

The four `congrArg` lines extract exactly these real equations, and `linarith` solves them.

```lean
/-- Two spin density matrices agree only if their charge densities and their magnetization
vectors agree. -/
theorem spinDensity_injective {n n' : ℝ} {m m' : EuclideanSpace ℝ (Fin 3)}
    (h : spinDensity n m = spinDensity n' m') : n = n' ∧ m = m' := by
  simp only [spinDensity_eq] at h
  have h00 := congrArg (fun M => (M 0 0).re) h
  have h11 := congrArg (fun M => (M 1 1).re) h
  have hre := congrArg (fun M => (M 1 0).re) h
  have him := congrArg (fun M => (M 1 0).im) h
  simp at h00 h11 hre him
  refine ⟨by linarith, ?_⟩
  ext k
  fin_cases k <;> simp <;> linarith
```

## (d) Every Hermitian matrix, exactly once

For a complex 2×2 matrix $A$, show that

$$A^\dagger=A\quad\Longleftrightarrow\quad\text{there is exactly one real pair }(n,m)\text{ with }A=\rho(n,m).$$

Let $A$ be Hermitian. Then $A_{00}$ and $A_{11}$ are real and $A_{01}=\overline{A_{10}}$. Reading (a) backwards suggests

$$n=A_{00}+A_{11},\qquad m=\bigl(2\,\mathrm{Re}\,A_{10},\;2\,\mathrm{Im}\,A_{10},\;A_{00}-A_{11}\bigr).$$

Substitution confirms it: $(n+m_2)/2=A_{00}$, $(n-m_2)/2=A_{11}$, $(m_0+i\,m_1)/2=A_{10}$, and $(m_0-i\,m_1)/2=\overline{A_{10}}=A_{01}$. Uniqueness is part (c). Conversely, if $A=\rho(n,m)$ for some real pair, $A$ is Hermitian by (b).

In Lean, `∃!` means "there is exactly one", and the pair is a single object `p` with components `p.1` and `p.2`. The facts `h00`, `h11`, `hre` and `him` express Hermiticity in real and imaginary parts, and `hex` is the substitution above.

```lean
/-- A complex 2×2 matrix is Hermitian if and only if it is `(n 1 + m · σ) / 2` for exactly one
pair of a real number `n` and a real vector `m`. -/
theorem isHermitian_iff_existsUnique (A : Matrix (Fin 2) (Fin 2) ℂ) :
    A.IsHermitian ↔
      ∃! p : ℝ × EuclideanSpace ℝ (Fin 3), A = spinDensity p.1 p.2 := by
  constructor
  · intro hA
    -- real diagonal, conjugate off-diagonal entries
    have h00 : -(A 0 0).im = (A 0 0).im := congrArg Complex.im (hA.apply 0 0)
    have h11 : -(A 1 1).im = (A 1 1).im := congrArg Complex.im (hA.apply 1 1)
    have hre : (A 1 0).re = (A 0 1).re := (congrArg Complex.re (hA.apply 0 1) :)
    have him : -(A 1 0).im = (A 0 1).im := congrArg Complex.im (hA.apply 0 1)
    have hex : A = spinDensity ((A 0 0).re + (A 1 1).re)
        !₂[2 * (A 1 0).re, 2 * (A 1 0).im, (A 0 0).re - (A 1 1).re] := by
      rw [spinDensity_eq]
      ext i j
      fin_cases i <;> fin_cases j <;> apply Complex.ext <;> simp <;> linarith
    refine ⟨(_, _), hex, ?_⟩
    rintro ⟨n, m⟩ h
    have h' : A = spinDensity n m := h
    obtain ⟨h1, h2⟩ := spinDensity_injective (h'.symm.trans hex)
    exact Prod.ext h1 h2
  · rintro ⟨p, hp, -⟩
    have h' : A = spinDensity p.1 p.2 := hp
    rw [h']
    exact spinDensity_isHermitian _ _
```

## (e) The length in components

Show that, as an equation between complex numbers,

$$\lVert m\rVert^2=m_0^2+m_1^2+m_2^2.$$

Over the reals this is the Euclidean norm squared. Both sides are real, so the equation holds equally in $\mathbb C$, where the determinant below is computed. The proof establishes the real identity first, and `exact_mod_cast` carries it over.

```lean
/-- The squared length of the magnetization is the sum of its squared components. -/
theorem norm_sq_components (m : EuclideanSpace ℝ (Fin 3)) :
    (‖m‖ : ℂ) ^ 2 = (m 0 : ℂ) ^ 2 + (m 1 : ℂ) ^ 2 + (m 2 : ℂ) ^ 2 := by
  have h : ‖m‖ ^ 2 = m 0 ^ 2 + m 1 ^ 2 + m 2 ^ 2 := by
    rw [EuclideanSpace.norm_sq_eq]
    simp [Fin.sum_univ_three]
  exact_mod_cast h
```

## (f) The characteristic determinant

For every complex $z$, show that

$$\det\bigl(z\,1-\rho(n,m)\bigr)=\Bigl(z-\frac{n+\lVert m\rVert}{2}\Bigr)\Bigl(z-\frac{n-\lVert m\rVert}{2}\Bigr).$$

From the entries in (a),

$$\begin{aligned}
\det(z\,1-\rho)&=\Bigl(z-\frac{n+m_2}{2}\Bigr)\Bigl(z-\frac{n-m_2}{2}\Bigr)-\frac{(m_0-i\,m_1)(m_0+i\,m_1)}{4}\\
&=\Bigl(z-\frac n2\Bigr)^2-\frac{m_2^2}{4}-\frac{m_0^2+m_1^2}{4}
=\Bigl(z-\frac n2\Bigr)^2-\frac{\lVert m\rVert^2}{4}.
\end{aligned}$$

The last expression is a difference of two squares and factorizes as claimed. At $m=0$ the two factors coincide, and $n/2$ is a double root.

The proof turns on the tactic `linear_combination`. The algebra uses two facts that `ring` does not know, namely $i^2=-1$ and the length formula of (e). The tactic is told which multiples of these equations to use. It subtracts the combined equation from the goal, and what remains must be a polynomial identity that `ring` can confirm. Here the difference between the two sides of the goal is

$$\tfrac14\bigl(\lVert m\rVert^2-m_0^2-m_2^2+i^2m_1^2\bigr)
=\tfrac14\bigl(\lVert m\rVert^2-m_0^2-m_1^2-m_2^2\bigr)+\tfrac{m_1^2}{4}\,(i^2+1),$$

with $i$ treated as a mere symbol. The two coefficients on the right, $\tfrac14$ and $m_1^2/4$, are the ones in the code.

```lean
/-- The characteristic determinant of the spin density matrix factorizes with the two roots
`(n + ‖m‖) / 2` and `(n - ‖m‖) / 2`. -/
theorem det_sub_spinDensity (n : ℝ) (m : EuclideanSpace ℝ (Fin 3)) (z : ℂ) :
    (z • (1 : Matrix (Fin 2) (Fin 2) ℂ) - spinDensity n m).det =
      (z - ((n : ℂ) + ‖m‖) / 2) * (z - ((n : ℂ) - ‖m‖) / 2) := by
  rw [spinDensity_eq, Matrix.det_fin_two]
  simp
  linear_combination (1 / 4 : ℂ) * norm_sq_components m +
    ((m 1 : ℂ) ^ 2 / 4) * Complex.I_sq
```

## (g) The eigenvalues

For a complex number $\mu$, show that

$$\exists\,v\neq0:\ \rho(n,m)\,v=\mu v\quad\Longleftrightarrow\quad
\mu=\frac{n+\lVert m\rVert}{2}\ \text{ or }\ \mu=\frac{n-\lVert m\rVert}{2}.$$

The eigenvalue equation is $(\mu\,1-\rho)v=0$. If the determinant of $\mu\,1-\rho$ is nonzero, the matrix is invertible and $v=0$ is the only solution. If it vanishes, the columns are linearly dependent, and the coefficients of that dependence form a nonzero $v$. So $\mu$ is an eigenvalue exactly when the product in (f) vanishes at $z=\mu$, which means that one of its factors does.

Mathlib's `Matrix.exists_mulVec_eq_zero_iff` supplies the link between a nonzero null vector and a zero determinant. The auxiliary `hv` rewrites $(\mu\,1-\rho)v$ as $\mu v-\rho v$, and the two final branches translate between the two forms of the equation.

In noncollinear spin-density-functional calculations with a local functional, these two numbers serve as the local up and down densities; the theorem concerns a single matrix at one point, with no spatial dependence and no functional. For a physical density both should be nonnegative, which amounts to $\lVert m\rVert\le n$, a criterion that the code neither assumes nor proves.

```lean
/-- A complex number is an eigenvalue of the spin density matrix if and only if it is
`(n + ‖m‖) / 2` or `(n - ‖m‖) / 2`. -/
theorem eigenvalue_iff (n : ℝ) (m : EuclideanSpace ℝ (Fin 3)) (μ : ℂ) :
    (∃ v : Fin 2 → ℂ, v ≠ 0 ∧ spinDensity n m *ᵥ v = μ • v) ↔
      μ = ((n : ℂ) + ‖m‖) / 2 ∨ μ = ((n : ℂ) - ‖m‖) / 2 := by
  have key := Matrix.exists_mulVec_eq_zero_iff
    (M := μ • (1 : Matrix (Fin 2) (Fin 2) ℂ) - spinDensity n m)
  rw [det_sub_spinDensity, mul_eq_zero, sub_eq_zero, sub_eq_zero] at key
  rw [← key]
  have hv : ∀ v : Fin 2 → ℂ, (μ • (1 : Matrix (Fin 2) (Fin 2) ℂ) - spinDensity n m) *ᵥ v
      = μ • v - spinDensity n m *ᵥ v := by
    intro v
    rw [Matrix.sub_mulVec, Matrix.smul_mulVec, Matrix.one_mulVec]
  constructor
  · rintro ⟨v, h0, h⟩
    exact ⟨v, h0, by rw [hv, h, sub_self]⟩
  · rintro ⟨v, h0, h⟩
    rw [hv, sub_eq_zero] at h
    exact ⟨v, h0, h.symm⟩
```

## (h) Projectors along an axis

Let $u$ be a unit vector and set $P_\pm=\rho(1,\pm u)=\tfrac12(1\pm u\cdot\sigma)$. Show that

$$P_+^2=P_+,\qquad P_-^2=P_-,\qquad P_+P_-=0,\qquad P_++P_-=1.$$

The sum is immediate, since the $u\cdot\sigma$ terms cancel. For $P_+^2$, use the entries in (a) with $n=1$. The upper left entry is

$$\frac{(1+u_2)^2+u_0^2+u_1^2}{4}=\frac{1+2u_2+\lVert u\rVert^2}{4}=\frac{1+u_2}{2},$$

and the lower right one follows with $u_2\to-u_2$. Each off-diagonal entry of the square is the original entry times the trace, which is 1, so it is unchanged. Thus $P_+^2=P_+$. The vector $-u$ also has unit length, so $P_-^2=P_-$. Finally, $P_+P_-=P_+(1-P_+)=P_+-P_+^2=0$.

Together with (b), this makes $P_+$ and $P_-$ complementary orthogonal projectors, onto spin up and spin down along $u$.

The unit length matters. For $u=0$ both matrices equal $\tfrac12\,1$. They still add up to the identity, but each has square $\tfrac14\,1\neq\tfrac12\,1$, and their product is $\tfrac14\,1\neq0$.

In the code, `idem` proves idempotency for any unit vector `w` and is applied to both `u` and `-u`. Its diagonal entries need the length formula, while the off-diagonal ones close with `ring` alone.

```lean
/-- For a unit vector `u`, the matrices `(1 + u · σ) / 2` and `(1 - u · σ) / 2` are idempotent,
have product zero and add up to the identity. -/
theorem spin_projectors (u : EuclideanSpace ℝ (Fin 3)) (hu : ‖u‖ = 1) :
    spinDensity 1 u * spinDensity 1 u = spinDensity 1 u ∧
    spinDensity 1 (-u) * spinDensity 1 (-u) = spinDensity 1 (-u) ∧
    spinDensity 1 u * spinDensity 1 (-u) = 0 ∧
    spinDensity 1 u + spinDensity 1 (-u) = 1 := by
  have entries : ∀ a b c d a' b' c' d' : ℂ, a = a' → b = b' → c = c' → d = d' →
      !![a, b; c, d] = !![a', b'; c', d'] := by
    rintro a b c d a' b' c' d' rfl rfl rfl rfl
    rfl
  -- idempotency rests on the unit length of the axis
  have idem : ∀ w : EuclideanSpace ℝ (Fin 3), ‖w‖ = 1 →
      spinDensity 1 w * spinDensity 1 w = spinDensity 1 w := by
    intro w hw
    have hN := norm_sq_components w
    rw [hw, Complex.ofReal_one] at hN
    simp only [spinDensity_eq, Complex.ofReal_one, Matrix.mul_fin_two]
    apply entries
    · linear_combination (-1 / 4 : ℂ) * hN - ((w 1 : ℂ) ^ 2 / 4) * Complex.I_sq
    · ring
    · ring
    · linear_combination (-1 / 4 : ℂ) * hN - ((w 1 : ℂ) ^ 2 / 4) * Complex.I_sq
  have hsum : spinDensity 1 u + spinDensity 1 (-u) = 1 := by
    simp only [spinDensity_eq]
    ext i j
    fin_cases i <;> fin_cases j <;> simp <;> ring
  refine ⟨idem u hu, idem (-u) (by rw [norm_neg, hu]), ?_, hsum⟩
  rw [eq_sub_of_add_eq' hsum, mul_sub, mul_one, idem u hu, sub_self]
```

## (i) The local spin axis

Show that for every $n$ and $m$ there is a vector $u$ with

$$\lVert u\rVert=1,\qquad m=\lVert m\rVert\,u,\qquad
\rho(n,m)=\frac{n+\lVert m\rVert}{2}\,P_++\frac{n-\lVert m\rVert}{2}\,P_-,$$

where $P_\pm$ are the projectors of (h) for this $u$.

If $m\neq0$, take $u=m/\lVert m\rVert$. If $m=0$, any unit vector satisfies $m=\lVert m\rVert\,u$, and the proof takes the $x$ axis. In both cases the weights add up to $n$ and differ by $\lVert m\rVert$, so the right-hand side is

$$\tfrac12\bigl(n\,1+\lVert m\rVert\,u\cdot\sigma\bigr)=\tfrac12\,(n\,1+m\cdot\sigma)=\rho(n,m).$$

The matrix is thereby resolved into spin up and spin down along $u$, with the eigenvalues of (g) as weights. If $m\neq0$, this axis is the direction of its own magnetization. The theorem asserts that an axis exists, not that it is unique: without magnetization there is no preferred direction.

The step `hax` makes the case distinction, `hk` states $m_k=\lVert m\rVert\,u_k$ in complex numbers, and the expansion is then compared entry by entry.

```lean
/-- For every spin density matrix there is a unit vector `u` with `m = ‖m‖ u` such that the matrix
is the sum of `(1 + u · σ) / 2` and `(1 - u · σ) / 2` with weights `(n + ‖m‖) / 2` and `(n - ‖m‖) /
2`. -/
theorem exists_local_spin_axis (n : ℝ) (m : EuclideanSpace ℝ (Fin 3)) :
    ∃ u : EuclideanSpace ℝ (Fin 3), ‖u‖ = 1 ∧ m = ‖m‖ • u ∧
      spinDensity n m = (((n : ℂ) + ‖m‖) / 2) • spinDensity 1 u +
        (((n : ℂ) - ‖m‖) / 2) • spinDensity 1 (-u) := by
  -- without magnetization any axis will do
  have hax : ∃ u : EuclideanSpace ℝ (Fin 3), ‖u‖ = 1 ∧ m = ‖m‖ • u := by
    by_cases h : m = 0
    · exact ⟨EuclideanSpace.single 0 1, by simp, by simp [h]⟩
    · have h' : ‖m‖ ≠ 0 := norm_ne_zero_iff.mpr h
      refine ⟨‖m‖⁻¹ • m, ?_, ?_⟩
      · rw [norm_smul, norm_inv, norm_norm, inv_mul_cancel₀ h']
      · rw [smul_smul, mul_inv_cancel₀ h', one_smul]
  obtain ⟨u, hu, hm⟩ := hax
  refine ⟨u, hu, hm, ?_⟩
  have hk : ∀ k, (m k : ℂ) = (‖m‖ : ℂ) * (u k : ℂ) := by
    intro k
    have h := congrArg (fun w : EuclideanSpace ℝ (Fin 3) => w k) hm
    simp only [PiLp.smul_apply, smul_eq_mul] at h
    exact_mod_cast h
  simp only [spinDensity_eq]
  ext i j
  fin_cases i <;> fin_cases j <;> simp [hk] <;> ring

end

end NoncollinearSpinDensity
```

```lean
#print axioms NoncollinearSpinDensity.spinDensity_isHermitian
#print axioms NoncollinearSpinDensity.isHermitian_iff_existsUnique
#print axioms NoncollinearSpinDensity.spin_projectors
#print axioms NoncollinearSpinDensity.exists_local_spin_axis
```

```
'NoncollinearSpinDensity.spinDensity_isHermitian' depends on axioms: [propext, Classical.choice, Quot.sound]
'NoncollinearSpinDensity.isHermitian_iff_existsUnique' depends on axioms: [propext, Classical.choice, Quot.sound]
'NoncollinearSpinDensity.spin_projectors' depends on axioms: [propext, Classical.choice, Quot.sound]
'NoncollinearSpinDensity.exists_local_spin_axis' depends on axioms: [propext, Classical.choice, Quot.sound]
```
